# Orthonormal phase orbitals for a positive density in one dimension, and their kinetic energy density

Let \(n\) be positive and continuously differentiable on \([0,L]\), with integral \(N\), a positive integer. Define the phase and the orbitals

\[
q(x)=\frac{2\pi}{N}\int_0^x n(t)\,dt,\qquad
\varphi_j(x)=\sqrt{\frac{n(x)}{N}}\;e^{i\left(j-\frac{N-1}{2}\right)q(x)},\quad j=0,\dots,N-1 .
\]

These orbitals are orthonormal, and at every interior point their kinetic energy density, in atomic units, is

\[
\frac12\sum_{j=0}^{N-1}|\varphi_j'|^2=\frac{n'^2}{8n}+\Bigl(1-\frac1{N^2}\Bigr)\frac{\pi^2}{6}\,n^3 .
\]

## Orbitals that share one density

Each orbital has \(|\varphi_j|^2=n/N\), so the \(N\) orbitals together give back \(n\). They differ only in their phases, which act as plane waves in the stretched coordinate \(q\).

The first term of the kinetic density is the von Weizsäcker term. The second is the Thomas-Fermi kinetic energy density of spinless fermions in one dimension, reduced by the factor \(1-1/N^2\). Its constant \(\pi^2/6\) comes from filling the momenta up to \(k_F=\pi n\). For \(N=1\) the second term vanishes and the orbital is \(\sqrt n\).

For non-interacting spinless fermions on an interval without boundary conditions, the determinant of these orbitals is a trial state with density \(n\). Its kinetic energy is therefore an upper bound on \(T_s[n]\), the lowest kinetic energy that a determinant with density \(n\) can have. An orbital-free approximation to \(T_s\) that exceeds this bound is too high for that density; one that stays below it may still be wrong.

## Orthonormality from the winding of the phase

The fundamental theorem of calculus gives \(q'=2\pi n/N\), the definition gives \(q(0)=0\), and the integral condition gives \(q(L)=2\pi\). With \(m=k-j\), the overlap integrand is

\[
\overline{\varphi_j}\,\varphi_k=\frac nN e^{imq}.
\]

For \(m=0\) it integrates to 1. For \(m\neq0\),

\[
\frac{d}{dx}\,\frac{e^{imq}}{2\pi i m}=\frac{q'}{2\pi}e^{imq}=\frac nN e^{imq},
\qquad
\int_0^L\frac nN e^{imq}\,dx=\frac{e^{2\pi i m}-1}{2\pi i m}=0 .
\]

## Kinetic density for any momentum offset

Replace \((N-1)/2\) by a real offset \(s\), and write \(a=\sqrt{n/N}\) and \(c=(N-1)/2\). The product rule gives

\[
\varphi_j'=e^{i(j-s)q}\bigl(a'+i\,a\,(j-s)\,q'\bigr).
\]

The bracket has a real and an imaginary part, so the squares add. Since \(a'=n'/(2Na)\),

\[
|\varphi_j'|^2=\frac{n'^2}{4Nn}+\frac{4\pi^2n^3}{N^3}(j-s)^2 .
\]

To sum over \(j\), write \(j-s=(j-c)+(c-s)\). The cross term vanishes because \(c\) is the mean index, and

\[
\sum_{j=0}^{N-1}(j-c)^2=\frac{(N-1)N(2N-1)}6-\frac{N(N-1)^2}4=\frac{N(N^2-1)}{12}.
\]

Half the sum of the squared derivatives is therefore

\[
\frac{n'^2}{8n}+\Bigl(1-\frac1{N^2}\Bigr)\frac{\pi^2}{6}n^3+\frac{2\pi^2}{N^2}(s-c)^2n^3 .
\]

The last term is the kinetic energy density of a common drift of all the particles. It is zero for \(s=c\) and positive for every other offset.

## A density with the wrong integral

Take \(n=1\) on \([0,1]\), whose integral is 1, but build the orbitals with \(N=2\). Then \(q=\pi x\) reaches only \(\pi\). Each orbital has squared norm \(1/2\), and

\[
\int_0^1\overline{\varphi_0}\,\varphi_1\,dx=\frac12\int_0^1e^{i\pi x}\,dx=\frac i\pi\neq0 .
\]

Both normalisation and orthogonality fail. The kinetic density formula survives, since its derivation does not use the integral condition.

## The statement in Lean

The density is a function `n : ℝ → ℝ`, of which only the values on \([0,L]\) matter. `phase` is \(q\), `orbital n N s j` is the complex orbital with offset \(s\), and `centre N` is \((N-1)/2\). `kineticDensity` is half the sum of squared norms of the orbitals' derivatives, so it uses the positive form \(\frac12|\varphi'|^2\) and not \(-\frac12\overline{\varphi}\varphi''\).

The main theorem, `centred_orbitals`, assumes that `n` is continuous and positive on the closed interval, has derivative `n'` in the open one, and has integral `N`. It does not need `n'` to be continuous. Its first part gives orthonormality for all natural numbers `j` and `k`, including those beyond \(N-1\). Its second part gives the kinetic density at interior points, where the two-sided derivative makes sense.

`centred_kinetic_energy` adds continuity of `n'` on the closed interval and integrates the formula: the energy is the von Weizsäcker energy plus \(1-1/N^2\) times the Thomas-Fermi energy. `centre_lt_of_ne` states that any other offset gives a strictly larger kinetic density at each interior point; it compares offsets within this family only. Determinants, boundary conditions and the functional \(T_s\) do not occur in the file, so the upper bound above rests on the variational argument given there.

```lean
import Mathlib

open MeasureTheory Set
open scoped Real ComplexConjugate Topology

namespace CentredPhaseOrbitals

noncomputable section

/-- The phase `q(x)`, equal to `2π/N` times the integral of the density from `0` to `x`,
for a positive particle number `N`. -/
def phase (n : ℝ → ℝ) (N : ℕ) (x : ℝ) : ℝ := 2 * π / N * ∫ t in (0 : ℝ)..x, n t

/-- The orbital `sqrt(n/N) exp(i (j - s) q)` with momentum offset `s`,
for a positive particle number `N` and a nonnegative density. -/
def orbital (n : ℝ → ℝ) (N : ℕ) (s : ℝ) (j : ℕ) (x : ℝ) : ℂ :=
  (Real.sqrt (n x / N) : ℂ) * Complex.exp ((((j : ℝ) - s) * phase n N x : ℝ) * Complex.I)

/-- The offset `(N - 1)/2`, the mean of the indices `0, ..., N - 1` for positive `N`. -/
def centre (N : ℕ) : ℝ := ((N : ℝ) - 1) / 2

/-- The kinetic energy density `(1/2) ∑ |φ_j'|²` of the orbitals `j = 0, ..., N - 1`
with offset `s`. -/
def kineticDensity (n : ℝ → ℝ) (N : ℕ) (s x : ℝ) : ℝ :=
  1 / 2 * ∑ j ∈ Finset.range N, ‖deriv (orbital n N s j) x‖ ^ 2

variable {n n' : ℝ → ℝ} {L : ℝ} {N : ℕ}

/-- For a density continuous on `[0,L]`, the phase grows at the rate `2π n/N` at interior
points. -/
theorem phase_hasDerivAt (hc : ContinuousOn n (Icc 0 L)) {x : ℝ} (hx : x ∈ Ioo 0 L) :
    HasDerivAt (phase n N) (2 * π / N * n x) x := by
  have hi : IntervalIntegrable n volume 0 x :=
    (hc.mono (Icc_subset_Icc_right hx.2.le)).intervalIntegrable_of_Icc hx.1.le
  have hm : StronglyMeasurableAtFilter n (𝓝 x) volume :=
    (hc.mono Ioo_subset_Icc_self).stronglyMeasurableAtFilter isOpen_Ioo x hx
  have hcx : ContinuousAt n x := hc.continuousAt (Icc_mem_nhds hx.1 hx.2)
  exact (intervalIntegral.integral_hasDerivAt_right hi hm hcx).const_mul _

/-- For a continuous density on `[0,L]` with integral `N > 0`, the density-weighted
average of `exp(i m q)` vanishes for every non-zero integer `m`. -/
theorem integral_phase_eq_zero (hL : 0 ≤ L) (hN : 0 < N) (hc : ContinuousOn n (Icc 0 L))
    (hint : ∫ t in (0 : ℝ)..L, n t = N) {m : ℤ} (hm : m ≠ 0) :
    ∫ x in (0 : ℝ)..L, ((n x / N : ℝ) : ℂ) *
      Complex.exp (((m : ℝ) * phase n N x : ℝ) * Complex.I) = 0 := by
  have hN' : (N : ℝ) ≠ 0 := by positivity
  have hNC : (N : ℂ) ≠ 0 := by exact_mod_cast hN.ne'
  have hmC : (m : ℂ) ≠ 0 := by exact_mod_cast hm
  have hpi : (π : ℂ) ≠ 0 := by exact_mod_cast Real.pi_ne_zero
  have hq : ContinuousOn (phase n N) (Icc 0 L) := by
    have h := intervalIntegral.continuousOn_primitive_interval (μ := volume) (f := n)
      (a := 0) (b := L) (by rw [uIcc_of_le hL]; exact hc.integrableOn_Icc)
    rw [uIcc_of_le hL] at h
    exact continuousOn_const.mul h
  have hE : ContinuousOn (fun x => Complex.exp (((m : ℝ) * phase n N x : ℝ) * Complex.I))
      (Icc 0 L) := by fun_prop
  have hF : ContinuousOn (fun x => ((n x / N : ℝ) : ℂ) *
      Complex.exp (((m : ℝ) * phase n N x : ℝ) * Complex.I)) (Icc 0 L) := by fun_prop
  -- the integrand has the antiderivative exp(i m q) / (2 π i m)
  have hd : ∀ x ∈ Ioo 0 L, HasDerivAt
      (fun x => Complex.exp (((m : ℝ) * phase n N x : ℝ) * Complex.I) /
        (2 * π * m * Complex.I))
      (((n x / N : ℝ) : ℂ) *
        Complex.exp (((m : ℝ) * phase n N x : ℝ) * Complex.I)) x := by
    intro x hx
    have h := ((((phase_hasDerivAt (N := N) hc hx).const_mul (m : ℝ)).ofReal_comp.mul_const
      Complex.I).cexp.div_const (2 * π * m * Complex.I))
    refine h.congr_deriv ?_
    push_cast
    field_simp
  rw [intervalIntegral.integral_eq_sub_of_hasDerivAt_of_le hL (hE.div_const _) hd
    (hF.intervalIntegrable_of_Icc hL)]
  -- q runs from 0 to 2π, so both ends give the same value
  have h0 : phase n N 0 = 0 := by simp [phase]
  have h2 : phase n N L = 2 * π := by
    rw [phase, hint]
    field_simp
  have h1 : Complex.exp (((m : ℝ) * (2 * π) : ℝ) * Complex.I) = 1 := by
    rw [← Complex.exp_int_mul_two_pi_mul_I m]
    congr 1
    push_cast
    ring
  rw [h0, h2, h1]
  simp

/-- The squared momenta `(j - s)²` sum to their value at the centred offset plus
`N` times the squared distance of `s` from the centre. -/
theorem sum_sq_offset (N : ℕ) (s : ℝ) :
    ∑ j ∈ Finset.range N, ((j : ℝ) - s) ^ 2
      = N * ((N : ℝ) ^ 2 - 1) / 12 + N * (s - centre N) ^ 2 := by
  unfold centre
  induction N with
  | zero => simp
  | succ N ih =>
    rw [Finset.sum_range_succ, ih]
    push_cast
    ring

/-- For `N > 0` and a density continuous on `[0,L]`, the derivative of an orbital, at an interior
point where the density is positive and differentiable, is its phase factor times the sum of an
amplitude part and `i` times a current part. -/
theorem orbital_hasDerivAt (hN : 0 < N) (hc : ContinuousOn n (Icc 0 L)) {x d : ℝ}
    (hx : x ∈ Ioo 0 L) (hpos : 0 < n x) (hd : HasDerivAt n d x) (s : ℝ) (j : ℕ) :
    HasDerivAt (orbital n N s j)
      (Complex.exp ((((j : ℝ) - s) * phase n N x : ℝ) * Complex.I) *
        (((d / N / (2 * Real.sqrt (n x / N)) : ℝ) : ℂ) +
          ((Real.sqrt (n x / N) * (((j : ℝ) - s) * (2 * π / N * n x)) : ℝ) : ℂ)
            * Complex.I)) x := by
  have hr := ((hd.div_const (N : ℝ)).sqrt (by positivity)).ofReal_comp
  have he := (((phase_hasDerivAt (N := N) hc hx).const_mul
    ((j : ℝ) - s)).ofReal_comp.mul_const Complex.I).cexp
  refine (hr.fun_mul he).congr_deriv ?_
  push_cast
  ring

/-- Kinetic energy density for any offset `s`, for `N > 0` and a density continuous on `[0,L]`, at
an interior point where the density is positive and differentiable. -/
theorem kineticDensity_eq (hN : 0 < N) (hc : ContinuousOn n (Icc 0 L)) {x d : ℝ}
    (hx : x ∈ Ioo 0 L) (hpos : 0 < n x) (hd : HasDerivAt n d x) (s : ℝ) :
    kineticDensity n N s x = d ^ 2 / (8 * n x)
      + (1 - 1 / (N : ℝ) ^ 2) * (π ^ 2 / 6 * n x ^ 3)
      + 2 * π ^ 2 / (N : ℝ) ^ 2 * (s - centre N) ^ 2 * n x ^ 3 := by
  have hN' : (N : ℝ) ≠ 0 := by positivity
  have h : ∀ j ∈ Finset.range N, ‖deriv (orbital n N s j) x‖ ^ 2
      = d ^ 2 / (4 * N * n x) + 4 * π ^ 2 * n x ^ 3 / (N : ℝ) ^ 3 * ((j : ℝ) - s) ^ 2 := by
    intro j _
    have hs : Real.sqrt (n x / N) ^ 2 = n x / N := Real.sq_sqrt (by positivity)
    rw [(orbital_hasDerivAt hN hc hx hpos hd s j).deriv, norm_mul,
      Complex.norm_exp_ofReal_mul_I, one_mul, Complex.sq_norm, Complex.normSq_add_mul_I,
      div_pow, mul_pow 2 (Real.sqrt (n x / N)) 2, mul_pow (Real.sqrt (n x / N)) _ 2, hs]
    field_simp
    ring
  rw [kineticDensity, Finset.sum_congr rfl h, Finset.sum_add_distrib, Finset.sum_const,
    Finset.card_range, nsmul_eq_mul, ← Finset.mul_sum, sum_sq_offset]
  field_simp
  ring

/-- For a positive continuous density on `[0,L]` with integral `N > 0`, differentiable in the
interior, the centred orbitals are orthonormal, and their kinetic energy density at interior
points is `n'²/(8n) + (1 - 1/N²) (π²/6) n³`. -/
theorem centred_orbitals (hL : 0 ≤ L) (hN : 0 < N) (hc : ContinuousOn n (Icc 0 L))
    (hpos : ∀ x ∈ Icc 0 L, 0 < n x) (hd : ∀ x ∈ Ioo 0 L, HasDerivAt n (n' x) x)
    (hint : ∫ t in (0 : ℝ)..L, n t = N) :
    (∀ j k : ℕ, ∫ x in (0 : ℝ)..L,
      conj (orbital n N (centre N) j x) * orbital n N (centre N) k x
        = if j = k then 1 else 0) ∧
    ∀ x ∈ Ioo 0 L, kineticDensity n N (centre N) x
      = n' x ^ 2 / (8 * n x) + (1 - 1 / (N : ℝ) ^ 2) * (π ^ 2 / 6 * n x ^ 3) := by
  have hN' : (N : ℝ) ≠ 0 := by positivity
  refine ⟨fun j k => ?_, fun x hx => ?_⟩
  · -- in the overlap only the difference of the two momenta survives
    have hov : ∀ x ∈ uIcc 0 L,
        conj (orbital n N (centre N) j x) * orbital n N (centre N) k x
          = ((n x / N : ℝ) : ℂ) *
            Complex.exp (((((k : ℤ) - (j : ℤ) : ℤ) : ℝ) * phase n N x : ℝ) * Complex.I) := by
      intro x hx
      rw [uIcc_of_le hL] at hx
      have hp := hpos x hx
      have hr : (Real.sqrt (n x / N) : ℂ) * (Real.sqrt (n x / N) : ℂ)
          = ((n x / N : ℝ) : ℂ) := by
        rw [← Complex.ofReal_mul, Real.mul_self_sqrt (by positivity)]
      unfold orbital
      rw [map_mul, Complex.conj_ofReal, ← Complex.exp_conj, map_mul, Complex.conj_ofReal,
        Complex.conj_I, mul_mul_mul_comm, hr, ← Complex.exp_add]
      congr 2
      push_cast
      ring
    rw [intervalIntegral.integral_congr hov]
    rcases eq_or_ne j k with rfl | hjk
    · rw [if_pos rfl]
      simp only [sub_self, Int.cast_zero, zero_mul, Complex.ofReal_zero, Complex.exp_zero,
        mul_one]
      rw [intervalIntegral.integral_ofReal, intervalIntegral.integral_div, hint,
        div_self hN', Complex.ofReal_one]
    · rw [if_neg hjk]
      exact integral_phase_eq_zero hL hN hc hint (by omega)
  · rw [kineticDensity_eq hN hc hx (hpos x (Ioo_subset_Icc_self hx)) (hd x hx), sub_self]
    ring

/-- For `N > 0` and a density continuous on `[0,L]`, at an interior point where the density is
positive and differentiable, every other offset gives a strictly larger kinetic energy density than
the centred one. -/
theorem centre_lt_of_ne (hN : 0 < N) (hc : ContinuousOn n (Icc 0 L)) {x d s : ℝ}
    (hx : x ∈ Ioo 0 L) (hpos : 0 < n x) (hd : HasDerivAt n d x) (hs : s ≠ centre N) :
    kineticDensity n N (centre N) x < kineticDensity n N s x := by
  have hs' : s - centre N ≠ 0 := sub_ne_zero.2 hs
  have hgap : 0 < 2 * π ^ 2 / (N : ℝ) ^ 2 * (s - centre N) ^ 2 * n x ^ 3 := by positivity
  rw [kineticDensity_eq hN hc hx hpos hd, kineticDensity_eq hN hc hx hpos hd, sub_self]
  linarith

/-- For a positive continuously differentiable density on `[0,L]` with integral `N > 0`, the
kinetic energy of the centred orbitals is the von Weizsäcker energy plus `1 - 1/N²` times the
one-dimensional Thomas-Fermi energy. -/
theorem centred_kinetic_energy (hL : 0 ≤ L) (hN : 0 < N) (hc : ContinuousOn n (Icc 0 L))
    (hc' : ContinuousOn n' (Icc 0 L)) (hpos : ∀ x ∈ Icc 0 L, 0 < n x)
    (hd : ∀ x ∈ Ioo 0 L, HasDerivAt n (n' x) x) (hint : ∫ t in (0 : ℝ)..L, n t = N) :
    ∫ x in (0 : ℝ)..L, kineticDensity n N (centre N) x
      = (∫ x in (0 : ℝ)..L, n' x ^ 2 / (8 * n x))
        + (1 - 1 / (N : ℝ) ^ 2) * ∫ x in (0 : ℝ)..L, π ^ 2 / 6 * n x ^ 3 := by
  have h1 : IntervalIntegrable (fun x => n' x ^ 2 / (8 * n x)) volume 0 L :=
    ContinuousOn.intervalIntegrable_of_Icc hL ((hc'.pow 2).div (continuousOn_const.mul hc)
      (fun x hx => (mul_pos (by norm_num) (hpos x hx)).ne'))
  have h2 : IntervalIntegrable (fun x => π ^ 2 / 6 * n x ^ 3) volume 0 L :=
    ContinuousOn.intervalIntegrable_of_Icc hL (continuousOn_const.mul (hc.pow 3))
  rw [← intervalIntegral.integral_const_mul, ← intervalIntegral.integral_add h1
    (h2.const_mul _), intervalIntegral.integral_of_le hL, intervalIntegral.integral_of_le hL,
    integral_Ioc_eq_integral_Ioo, integral_Ioc_eq_integral_Ioo]
  -- the two integrands agree at every interior point
  exact setIntegral_congr_fun measurableSet_Ioo
    (fun x hx => (centred_orbitals hL hN hc hpos hd hint).2 x hx)

end

end CentredPhaseOrbitals
```

```lean
#print axioms CentredPhaseOrbitals.centre_lt_of_ne
#print axioms CentredPhaseOrbitals.centred_kinetic_energy
```

```
'CentredPhaseOrbitals.centre_lt_of_ne' depends on axioms: [propext, Classical.choice, Quot.sound]
'CentredPhaseOrbitals.centred_kinetic_energy' depends on axioms: [propext, Classical.choice, Quot.sound]
```

## From the phase to the energy in the proof

`phase_hasDerivAt` is the fundamental theorem of calculus for \(q\). `integral_phase_eq_zero` checks the antiderivative \(e^{imq}/(2\pi i m)\) in the interior and its continuity up to the ends, then evaluates it at \(q=0\) and \(q=2\pi\).

`sum_sq_offset` proves the sum of squares by induction on `N`, where the derivation above splits off the mean. `orbital_hasDerivAt` is the product rule, with the phase factored out. In `kineticDensity_eq` that phase has norm one, `Complex.normSq_add_mul_I` adds the squares of the real and imaginary parts, and the sum lemma finishes the calculation for every offset.

In `centred_orbitals`, the step `hov` reduces the overlap integrand to \((n/N)e^{i(k-j)q}\). The cases \(j=k\) and \(j\neq k\) then use the integral condition and `integral_phase_eq_zero`. The kinetic part sets \(s=c\) in the general formula, and `centre_lt_of_ne` follows from the positivity of the drift term.

For the total energy, continuity makes both terms on the right integrable. The integrals are then moved to the open interval, which changes nothing because endpoints have measure zero, and there the integrands agree point by point.
